# Half-filled cosine band on a mesh of 4m + 2 points: lowest energy and leading mesh error for any offset up to half a spacing

Spinless, non-interacting electrons half fill the band $-2\cos k$, sampled at $N$ equally spaced wave vectors, and their lowest energy is defined here as the minimum over all choices of exactly $N/2$ distinct mesh points. That filling the states around $k=0$ attains this minimum is then something to prove. The problems below find this energy for $N=4m+2$, $m\ge 0$, and its dependence on where the mesh sits relative to $\Gamma$ ($k=0$).

```lean
import Mathlib

open Real Filter Topology

namespace ShiftedMesh

noncomputable section
```

Energies are in units of the hopping amplitude, lengths in units of the lattice constant. The mesh points and levels are

$$k_j=\frac{2\pi(j+\theta)}{N}-\pi,\qquad \varepsilon_j=-2\cos k_j,\qquad j=0,\dots,N-1 .$$

The letter $\theta$ is not an angle but an offset in units of the mesh spacing. Numbering starts at the zone edge; since $\pi$ is a whole number $N/2$ of spacings, $\theta=0$ is the Gamma-centred mesh, with $\Gamma$ at $j=2m+1$, and $\theta=1/2$ is the shifted one. In Lean, $\varepsilon_j$ is `level N θ j`. The dispersion is the starting point; its derivation from a hopping Hamiltonian by Bloch's theorem is taken as given.

```lean
/-- Band energy `-2 cos k` at the point `k = 2π(j + θ)/N - π` of a mesh across the Brillouin
zone, with `N ≥ 1` points and an offset of `θ` mesh spacings. -/
def level (N : ℕ) (θ : ℝ) (j : ℕ) : ℝ := -2 * cos (2 * π * (j + θ) / N - π)
```

A filling is a finite set `s` of mesh indices. A set holds each index at most once, which is the Pauli principle, and `2 * s.card = N` fixes half filling. The total energies of all such fillings form the set `halfFilledEnergies N θ`.

```lean
/-- The total energies of all ways to occupy exactly half of the `N` mesh points, `N ≥ 1`. -/
def halfFilledEnergies (N : ℕ) (θ : ℝ) : Set ℝ :=
  {E | ∃ s ⊆ Finset.range N, 2 * s.card = N ∧ ∑ j ∈ s, level N θ j = E}
```

## (a) A run of cosines telescopes

Show that for real $x$, $a$ and every $n\ge 0$

$$\sin x\sum_{j=0}^{n-1}\bigl[-2\cos(2x(j+a))\bigr]=\sin(x(2a-1))-\sin(x(2(n+a)-1)).$$

With $A_j=2x(j+a)$, the addition theorems give

$$-2\cos A_j\,\sin x=\sin(A_j-x)-\sin(A_j+x).$$

Since $A_j+x=A_{j+1}-x$, neighbouring terms cancel. What remains is $\sin(A_0-x)-\sin(A_n-x)$, the right-hand side.

Lean does the cancellation by induction on $n$: `h1` and `h2` write the two arguments as $A_n\mp x$, and `sin_sub` and `sin_add` expand them.

```lean
/-- The band energies at `n` successive points with spacing `2x`, multiplied by `sin x`,
add up to a difference of two boundary terms. -/
theorem sum_telescope (x a : ℝ) (n : ℕ) :
    (∑ j ∈ Finset.range n, -2 * cos (2 * x * (j + a))) * sin x
      = sin (x * (2 * a - 1)) - sin (x * (2 * (n + a) - 1)) := by
  induction n with
  | zero => simp
  | succ n ih =>
    rw [Finset.sum_range_succ, add_mul, ih]
    have h1 : x * (2 * ((n : ℝ) + a) - 1) = 2 * x * (n + a) - x := by ring
    have h2 : x * (2 * (((n + 1 : ℕ) : ℝ) + a) - 1) = 2 * x * (n + a) + x := by
      push_cast; ring
    rw [h1, h2, sin_sub, sin_add]
    ring
```

## (b) The denominator is positive

Show that $\sin(\pi/N)>0$.

Because $N\ge 2$, we have $0<\pi/N\le\pi/2<\pi$, where the sine is positive.

```lean
/-- The sine of `π/N` is positive for `N = 4m + 2`. -/
theorem sin_mesh_pos (m : ℕ) : 0 < sin (π / (4 * m + 2)) :=
  sin_pos_of_pos_of_lt_pi (by positivity)
    (div_lt_self pi_pos (by linarith [Nat.cast_nonneg (α := ℝ) m]))
```

## (c) Levels between the Fermi points

Let $|\theta|\le 1/2$. Show that $\varepsilon_j\le 0$ for $m+1\le j\le 3m+1$.

The bounds on $j$ and $\theta$ give

$$\tfrac N4=m+\tfrac12\le j+\theta\le 3m+\tfrac32=\tfrac{3N}4 .$$

Multiplying by $2\pi/N$ and subtracting $\pi$ yields $-\pi/2\le k_j\le\pi/2$, so $\cos k_j\ge 0$. The two bounds before the subtraction are `l1` and `l2`.

```lean
/-- For an offset of at most half a spacing, the mesh points `m < j < 3m + 2` of a mesh of
`4m + 2` points have nonpositive energy. -/
theorem level_nonpos {m j : ℕ} {θ : ℝ} (hθ : |θ| ≤ 1 / 2) (h1 : m + 1 ≤ j)
    (h2 : j < 3 * m + 2) : level (4 * m + 2) θ j ≤ 0 := by
  obtain ⟨ha, hb⟩ := abs_le.mp hθ
  have h1' : (m : ℝ) + 1 ≤ j := by exact_mod_cast h1
  have h2' : (j : ℝ) + 1 ≤ 3 * m + 2 := by exact_mod_cast h2
  have hN : (0 : ℝ) < 4 * m + 2 := by positivity
  have l1 : π / 2 ≤ 2 * π * (j + θ) / (4 * m + 2) := by
    rw [le_div_iff₀ hN]
    nlinarith [mul_nonneg pi_pos.le (by linarith : (0 : ℝ) ≤ j + θ - m - 1 / 2)]
  have l2 : 2 * π * (j + θ) / (4 * m + 2) ≤ 3 * π / 2 := by
    rw [div_le_iff₀ hN]
    nlinarith [mul_nonneg pi_pos.le (by linarith : (0 : ℝ) ≤ 3 * m + 3 / 2 - j - θ)]
  unfold level
  push_cast
  linarith [cos_nonneg_of_neg_pi_div_two_le_of_le
    (x := 2 * π * (j + θ) / (4 * m + 2) - π) (by linarith) (by linarith)]
```

## (d) Half the zone reverses the sign

Show that $\varepsilon_{j+2m+1}=-\varepsilon_j$.

A step of $2m+1=N/2$ points adds $\pi$ to $k_j$, and $\cos(k+\pi)=-\cos k$.

```lean
/-- On a mesh of `4m + 2` points, a step of `2m + 1` points reverses the sign of the energy. -/
theorem level_add (m j : ℕ) (θ : ℝ) :
    level (4 * m + 2) θ (j + (2 * m + 1)) = -level (4 * m + 2) θ j := by
  have h : 2 * π * (2 * m + 1) / (4 * m + 2) = π := by
    rw [div_eq_iff (by positivity)]; ring
  have e : 2 * π * (((j + (2 * m + 1) : ℕ) : ℝ) + θ) / ((4 * m + 2 : ℕ) : ℝ) - π
      = 2 * π * (j + θ) / ((4 * m + 2 : ℕ) : ℝ) - π + π := by
    push_cast; linear_combination h
  rw [level, level, e, cos_add_pi]
  ring
```

## (e) The energy of the central run

Show that, for every real $\theta$,

$$\sum_{j=m+1}^{3m+1}\varepsilon_j=-\frac{2\cos(2\pi\theta/N)}{\sin(\pi/N)} .$$

Put $x=\pi/N$ and $j=m+1+i$ with $i=0,\dots,2m$. Since $\pi=(4m+2)x$,

$$k_j=2x(m+1+i+\theta)-(4m+2)x=2x(i+\theta-m).$$

Part (a) applies with $a=\theta-m$ and $n=2m+1$. Its boundary arguments are

$$x(2(\theta-m)-1)=2x\theta-\tfrac\pi2,\qquad x(2(m+1+\theta)-1)=2x\theta+\tfrac\pi2 ,$$

so the sum times $\sin x$ equals

$$\sin(2x\theta-\tfrac\pi2)-\sin(2x\theta+\tfrac\pi2)=-2\cos(2x\theta).$$

Divide by $\sin x$, which is nonzero by (b). In the code, `hr` is the change of index, and `e1` and `e2` are the boundary arguments.

```lean
/-- On a mesh of `N = 4m + 2` points, the levels `m < j < 3m + 2` add up to
`-2 cos(2πθ/N) / sin(π/N)`. -/
theorem fermi_sea (m : ℕ) (θ : ℝ) :
    ∑ j ∈ Finset.Ico (m + 1) (3 * m + 2), level (4 * m + 2) θ j
      = -2 * cos (2 * π * θ / (4 * m + 2)) / sin (π / (4 * m + 2)) := by
  obtain ⟨x, hx⟩ : ∃ x : ℝ, x = π / (4 * m + 2) := ⟨_, rfl⟩
  have hNx : (4 * m + 2) * x = π := by rw [hx]; field_simp
  have hr : ∑ j ∈ Finset.Ico (m + 1) (3 * m + 2), level (4 * m + 2) θ j
      = ∑ i ∈ Finset.range (2 * m + 1), -2 * cos (2 * x * (i + (θ - m))) := by
    rw [Finset.sum_Ico_eq_sum_range, show 3 * m + 2 - (m + 1) = 2 * m + 1 by omega]
    refine Finset.sum_congr rfl fun i _ => ?_
    have e : 2 * π * (((m + 1 + i : ℕ) : ℝ) + θ) / ((4 * m + 2 : ℕ) : ℝ) - π
        = 2 * x * (i + (θ - m)) := by
      push_cast; linear_combination (-2 * (m + 1 + i + θ)) * hx + hNx
    rw [level, e]
  -- the boundary arguments are `2πθ/N ∓ π/2`
  have e1 : x * (2 * (θ - m) - 1) = 2 * x * θ - π / 2 := by linear_combination -hNx / 2
  have e2 : x * (2 * (((2 * m + 1 : ℕ) : ℝ) + (θ - m)) - 1) = 2 * x * θ + π / 2 := by
    push_cast; linear_combination hNx / 2
  have hc : 2 * π * θ / (4 * m + 2) = 2 * x * θ := by rw [hx]; ring
  rw [eq_div_iff (sin_mesh_pos m).ne', hc, ← hx, hr, sum_telescope, e1, e2,
    sin_sub_pi_div_two, sin_add_pi_div_two]
  ring
```

## (f) No other half filling is lower

Let $|\theta|\le 1/2$. Show that the lowest half-filled energy is

$$E_N(\theta)=-\frac{2\cos(2\pi\theta/N)}{\sin(\pi/N)},\qquad\text{in particular}\qquad E_N(0)=-\frac{2}{\sin(\pi/N)} .$$

The run $S=\{m+1,\dots,3m+1\}$ has $2m+1=N/2$ members, and by (e) it has this energy. It remains to compare it with another filling $s$.

Levels in $S$ are nonpositive by (c). Levels outside are nonnegative: for $j\le m$ the point $j+2m+1$ lies in $S$, and for $j\ge 3m+2$ the point $j-(2m+1)$ does, so (d) reverses the sign. Let each mesh point contribute $\varepsilon_j$ if occupied and $0$ if empty. Inside $S$, the filling $S$ contributes $\varepsilon_j\le 0$, the smaller of the two values; outside, it contributes $0\le\varepsilon_j$, again the smaller. Summing over the mesh gives the claim.

`IsLeast` expresses both halves: the value belongs to `halfFilledEnergies`, and it is a lower bound. `Finset.sum_le_sum` is the pointwise comparison. The bound on $\theta$ excludes no uniform mesh, because changing $\theta$ by an integer only renumbers the points.

The energy could also have been defined as the sum over the fixed run $S$. Part (e) would then settle it for every $\theta$, but the minimum property would be lost: at $\theta=1$, which is the Gamma-centred mesh renumbered, that run is displaced by one point and lies above the ground state.

```lean
/-- For `N = 4m + 2` mesh points and an offset of at most half a spacing, the lowest energy
at half filling is `-2 cos(2πθ/N) / sin(π/N)`. -/
theorem half_filled_energy (m : ℕ) {θ : ℝ} (hθ : |θ| ≤ 1 / 2) :
    IsLeast (halfFilledEnergies (4 * m + 2) θ)
      (-2 * cos (2 * π * θ / (4 * m + 2)) / sin (π / (4 * m + 2))) := by
  rw [← fermi_sea]
  have hsub : Finset.Ico (m + 1) (3 * m + 2) ⊆ Finset.range (4 * m + 2) := by
    intro j hj
    rw [Finset.mem_Ico] at hj
    rw [Finset.mem_range]
    omega
  refine ⟨⟨_, hsub, by rw [Nat.card_Ico]; omega, rfl⟩, ?_⟩
  rintro E ⟨s, hs, -, rfl⟩
  have e : ∀ t ⊆ Finset.range (4 * m + 2), ∑ j ∈ t, level (4 * m + 2) θ j
      = ∑ j ∈ Finset.range (4 * m + 2), if j ∈ t then level (4 * m + 2) θ j else 0 :=
    fun t ht => by rw [Finset.sum_ite_mem, Finset.inter_eq_right.mpr ht]
  rw [e _ hsub, e s hs]
  -- compare the two fillings mesh point by mesh point
  refine Finset.sum_le_sum fun j hj => ?_
  rw [Finset.mem_range] at hj
  by_cases hm : j ∈ Finset.Ico (m + 1) (3 * m + 2)
  · rw [if_pos hm]
    rw [Finset.mem_Ico] at hm
    have := level_nonpos hθ hm.1 hm.2
    split_ifs <;> linarith
  · rw [if_neg hm]
    rw [Finset.mem_Ico] at hm
    have : 0 ≤ level (4 * m + 2) θ j := by
      by_cases h : j ≤ m
      · have := level_nonpos (m := m) (j := j + (2 * m + 1)) hθ (by omega) (by omega)
        rw [level_add] at this
        linarith
      · obtain ⟨i, rfl⟩ : ∃ i, j = i + (2 * m + 1) := ⟨j - (2 * m + 1), by omega⟩
        rw [level_add]
        linarith [level_nonpos (m := m) (j := i) hθ (by omega) (by omega)]
    split_ifs <;> linarith
```

## (g) The cubic term with a bound

For $0\le x\le 1$ and $|c|\le 1$, show that

$$\Bigl|\sin x-x\cos(cx)-\Bigl(\frac{c^2}{2}-\frac16\Bigr)x^3\Bigr|\le 2x^4 .$$

Write $\sin x=x-x^3/6+r_1$ and $\cos(cx)=1-c^2x^2/2+r_2$. Taylor's theorem gives $|r_1|\le x^4$ and $|r_2|\le|cx|^4\le x^4$. The expression inside the bars is $r_1-x r_2$, of size at most $x^4+x^5\le 2x^4$. Mathlib's `sin_bound` and `cos_bound` supply the remainders.

```lean
/-- For `0 ≤ x ≤ 1` and `|c| ≤ 1`, the difference `sin x - x cos(cx)` equals
`(c²/2 - 1/6) x³` up to an error of at most `2x⁴`. -/
theorem taylor_bound {x c : ℝ} (h0 : 0 ≤ x) (h1 : x ≤ 1) (hc : |c| ≤ 1) :
    |sin x - x * cos (c * x) - (c ^ 2 / 2 - 1 / 6) * x ^ 3| ≤ 2 * x ^ 4 := by
  have hx : |x| = x := abs_of_nonneg h0
  have hcx : |c * x| ≤ x := by
    rw [abs_mul, hx]
    nlinarith
  have hp : |c * x| ^ 4 ≤ x ^ 4 := pow_le_pow_left₀ (abs_nonneg _) hcx 4
  have hx4 : 0 ≤ x ^ 4 := by positivity
  have h5 : x ^ 5 ≤ x ^ 4 := pow_le_pow_of_le_one h0 h1 (by norm_num)
  have hs := sin_bound (hx.le.trans h1)
  have hk : |cos (c * x) - (1 - (c * x) ^ 2 / 2)| ≤ x ^ 4 := by
    have h := cos_bound (hcx.trans h1)
    linarith
  rw [hx] at hs
  rw [abs_le] at hs hk ⊢
  have k1 := mul_le_mul_of_nonneg_left hk.1 h0
  have k2 := mul_le_mul_of_nonneg_left hk.2 h0
  constructor <;> nlinarith [hs.1, hs.2]
```

## (h) The leading error for a fixed offset

Let $|\theta|\le 1/2$ be fixed as $N$ grows. Show that along $N=4m+2$

$$N^2\left(\frac{E_N(\theta)}{N}+\frac2\pi\right)\longrightarrow 4\pi\theta^2-\frac\pi3 .$$

The reference value $-2/\pi$ is the energy per site of the infinite chain, $\frac1{2\pi}\int_{-\pi/2}^{\pi/2}(-2\cos k)\,dk$; the Lean statement contains only the number.

With $x=\pi/N$,

$$\frac{E_N(\theta)}{N}+\frac2\pi=\frac2\pi\,\frac{\sin x-x\cos(2\theta x)}{\sin x}.$$

Multiplying by $N^2=\pi^2/x^2$ gives

$$2\pi\,\frac{\bigl(\sin x-x\cos(2\theta x)\bigr)/x^3}{\sin x/x}.$$

By (g) with $c=2\theta$, the numerator tends to $2\theta^2-1/6$; the denominator tends to $1$. The product is the stated limit. For the Gamma-centred mesh it is $-\pi/3$. At $|\theta|=1/(2\sqrt3)$ it is zero, and the error per site then falls off faster than $1/N^2$.

In Lean, `E` is any sequence whose members are the least energies, and uniqueness of the minimum identifies it with the formula in (f). The limits `hg` and `hs` are those of numerator and denominator, and `hx` says that $\pi/N$ tends to zero from above.

```lean
/-- For a fixed offset of at most half a spacing, `N²` times the deviation of the lowest half-filled
energy per site from `-2/π` tends to `4πθ² - π/3` along `N = 4m + 2`. -/
theorem error_limit {θ : ℝ} (hθ : |θ| ≤ 1 / 2) (E : ℕ → ℝ)
    (hE : ∀ m, IsLeast (halfFilledEnergies (4 * m + 2) θ) (E m)) :
    Tendsto (fun m : ℕ => (4 * m + 2 : ℝ) ^ 2 * (E m / (4 * m + 2) + 2 / π)) atTop
      (𝓝 (4 * π * θ ^ 2 - π / 3)) := by
  have hc : |2 * θ| ≤ 1 := by
    rw [abs_mul, abs_two]
    linarith
  -- the cubic coefficient of the numerator
  have hg : Tendsto (fun x : ℝ => (sin x - x * cos (2 * θ * x)) / x ^ 3) (𝓝[>] 0)
      (𝓝 ((2 * θ) ^ 2 / 2 - 1 / 6)) := by
    rw [← tendsto_sub_nhds_zero_iff]
    have hlim : Tendsto (fun x : ℝ => 2 * x) (𝓝[>] 0) (𝓝 0) := by
      have h : Tendsto (fun x : ℝ => 2 * x) (𝓝 0) (𝓝 (2 * 0)) :=
        (continuous_const.mul continuous_id).tendsto 0
      rw [mul_zero] at h
      exact h.mono_left nhdsWithin_le_nhds
    refine squeeze_zero_norm' ?_ hlim
    filter_upwards [Ioo_mem_nhdsGT (zero_lt_one' ℝ)] with x hx
    have hx3 : 0 < x ^ 3 := pow_pos hx.1 3
    have h := taylor_bound hx.1.le hx.2.le hc
    rw [Real.norm_eq_abs, div_sub' hx3.ne', abs_div, abs_of_pos hx3, div_le_iff₀ hx3,
      mul_comm (x ^ 3)]
    calc _ ≤ 2 * x ^ 4 := h
      _ = 2 * x * x ^ 3 := by ring
  have hs : Tendsto (fun x : ℝ => x⁻¹ * sin x) (𝓝[>] 0) (𝓝 1) := by
    simpa using (hasDerivAt_sin 0).tendsto_slope_zero_right
  -- the mesh parameter `π/N` tends to zero from above
  have hN : Tendsto (fun m : ℕ => (4 * m + 2 : ℝ)) atTop atTop :=
    tendsto_atTop_mono (fun m => by linarith [Nat.cast_nonneg (α := ℝ) m])
      tendsto_natCast_atTop_atTop
  have hx : Tendsto (fun m : ℕ => π / (4 * m + 2 : ℝ)) atTop (𝓝[>] 0) :=
    tendsto_nhdsWithin_iff.mpr ⟨hN.const_div_atTop π, Eventually.of_forall fun m => by
      show (0 : ℝ) < π / (4 * m + 2)
      positivity⟩
  have hlim := ((hg.div hs one_ne_zero).const_mul (2 * π)).comp hx
  rw [show 2 * π * (((2 * θ) ^ 2 / 2 - 1 / 6) / 1) = 4 * π * θ ^ 2 - π / 3 by ring] at hlim
  refine hlim.congr fun m => ?_
  obtain ⟨x, hxd⟩ : ∃ x : ℝ, x = π / (4 * m + 2) := ⟨_, rfl⟩
  have hx0 : 0 < x := by rw [hxd]; positivity
  have hNx : (4 * m + 2 : ℝ) = π / x := by rw [hxd]; field_simp
  have hsin : sin x ≠ 0 := by rw [hxd]; exact (sin_mesh_pos m).ne'
  have hcos : 2 * π * θ / (4 * m + 2) = 2 * θ * x := by rw [hxd]; ring
  rw [(hE m).unique (half_filled_energy m hθ), hcos]
  simp only [Function.comp_apply, Pi.div_apply]
  rw [← hxd, hNx]
  have hpi := pi_ne_zero
  field_simp
  ring
```

## (i) The mesh shifted by half a spacing

Show that $E_N(1/2)=-2\cot(\pi/N)$.

At $\theta=1/2$ the cosine in (f) is $\cos(\pi/N)$, and dividing by $\sin(\pi/N)$ gives the cotangent.

The smallest mesh, $N=2$, can be checked directly. Gamma-centred, it has the points $-\pi$ and $0$ with levels $2$ and $-2$, so the lowest energy is $-2$. Shifted, it has the points $\pm\pi/2$, both at zero energy, and $-2\cot(\pi/2)=0$.

```lean
/-- On the mesh shifted by half a spacing, with `N = 4m + 2` points, the lowest energy at half
filling is `-2 cot(π/N)`. -/
theorem half_shifted_energy (m : ℕ) :
    IsLeast (halfFilledEnergies (4 * m + 2) (1 / 2)) (-2 * cot (π / (4 * m + 2))) := by
  have h := half_filled_energy m (θ := 1 / 2) (by norm_num)
  rw [show 2 * π * (1 / 2) / (4 * (m : ℝ) + 2) = π / (4 * m + 2) by ring] at h
  rwa [cot_eq_cos_div_sin, ← mul_div_assoc]
```

## (j) The error of the shifted mesh

Show that along $N=4m+2$

$$N^2\left(-\frac{2\cot(\pi/N)}{N}+\frac2\pi\right)\longrightarrow\frac{2\pi}3 .$$

Insert $\theta=1/2$ in (h): $\pi-\pi/3=2\pi/3$.

For k-point sampling in electronic-structure calculations, this one-dimensional, non-interacting band with $N=4m+2$ gives a case in which the half shift reverses the sign of the leading error and doubles its size. Other mesh sizes, fillings and dispersions need their own calculation.

```lean
/-- `N²` times the deviation of `-2 cot(π/N) / N` from `-2/π` tends to `2π/3` along `N = 4m + 2`. -/
theorem half_shifted_error :
    Tendsto (fun m : ℕ => (4 * m + 2 : ℝ) ^ 2 *
      (-2 * cot (π / (4 * m + 2)) / (4 * m + 2) + 2 / π)) atTop (𝓝 (2 * π / 3)) := by
  have h := error_limit (θ := 1 / 2) (by norm_num) _ half_shifted_energy
  rwa [show 4 * π * (1 / 2) ^ 2 - π / 3 = 2 * π / 3 by ring] at h

end

end ShiftedMesh
```

```lean
#print axioms ShiftedMesh.half_filled_energy
#print axioms ShiftedMesh.half_shifted_error
```

```
'ShiftedMesh.half_filled_energy' depends on axioms: [propext, Classical.choice, Quot.sound]
'ShiftedMesh.half_shifted_error' depends on axioms: [propext, Classical.choice, Quot.sound]
```
